# At positive temperature, the free energy of a system with finitely many states is concave in its energy levels

## Levels, weights and interpolation

Let ι be a finite set that labels the states of a system. A Hamiltonian is represented by its list of energies, a function E : ι → ℝ that gives state i the energy Eᵢ. The energies need not be ordered or distinct, so a degenerate level appears once for each of its states. A second Hamiltonian E' assigns energies to the same states. In quantum terms, the two Hamiltonians are diagonal in one common basis, and non-commuting pairs are not covered.

In Lean 4 with Mathlib:

```lean
import Mathlib

open Finset

namespace FreeEnergyConcavity

noncomputable section

variable {ι : Type*} [Fintype ι]
```

The inverse temperature is b = 1/(k_B T), where k_B is Boltzmann's constant and T the temperature. The partition function is the sum of the Boltzmann factors:

Z(E) = Σᵢ exp(−b Eᵢ)

```lean
/-- The canonical partition function of the levels `E` at inverse temperature `b`. -/
def partitionFunction (b : ℝ) (E : ι → ℝ) : ℝ := ∑ i, Real.exp (-(b * E i))
```

The free energy is

F(E) = −(1/b) log Z(E)

The definition accepts any real b. The theorems below state the sign condition they need, and the concavity theorem assumes b > 0.

```lean
/-- The Helmholtz free energy of the levels `E` at inverse temperature `b`. -/
def freeEnergy (b : ℝ) (E : ι → ℝ) : ℝ := -Real.log (partitionFunction b E) / b
```

The Gibbs probability of state i is its normalised Boltzmann factor:

pᵢ = exp(−b Eᵢ) / Z(E)

The corresponding probability for E' is written p'ᵢ.

```lean
/-- The Gibbs probability of state `i`. -/
def gibbsWeight (b : ℝ) (E : ι → ℝ) (i : ι) : ℝ :=
  Real.exp (-(b * E i)) / partitionFunction b E
```

The two Hamiltonians are mixed state by state with a real parameter t:

Mᵢ = t Eᵢ + (1 − t) E'ᵢ

Thus t = 1 gives E and t = 0 gives E'.

```lean
/-- The levels interpolated between `E'` (at `t = 0`) and `E` (at `t = 1`). -/
def mixedLevels (t : ℝ) (E E' : ι → ℝ) (i : ι) : ℝ := t * E i + (1 - t) * E' i
```

## Boltzmann factors as normalised exponentials

Every Boltzmann factor is positive, so Z(E) > 0 as soon as there is at least one state. The hypothesis `[Nonempty ι]` supplies that state.

```lean
/-- The partition function of a nonempty set of levels is positive. -/
theorem partitionFunction_pos [Nonempty ι] (b : ℝ) (E : ι → ℝ) :
    0 < partitionFunction b E :=
  Finset.sum_pos (fun _ _ => Real.exp_pos _) Finset.univ_nonempty
```

Dividing the sum of the Boltzmann factors by Z(E) gives

Σᵢ pᵢ = Z(E) / Z(E) = 1

```lean
/-- The Gibbs probabilities sum to one. -/
theorem sum_gibbsWeight [Nonempty ι] (b : ℝ) (E : ι → ℝ) :
    ∑ i, gibbsWeight b E i = 1 := by
  unfold gibbsWeight
  rw [← Finset.sum_div]
  exact div_self (partitionFunction_pos b E).ne'
```

Since Z(E) = exp(log Z(E)), the normalisation can be moved into the exponent:

pᵢ = exp(xᵢ), with xᵢ = −b Eᵢ − log Z(E)

Likewise p'ᵢ = exp(yᵢ), with yᵢ = −b E'ᵢ − log Z(E'). The convexity argument is applied to these exponents.

```lean
/-- A Gibbs probability is a single exponential, with the logarithm of the partition
function subtracted in the exponent. -/
theorem gibbsWeight_eq_exp [Nonempty ι] (b : ℝ) (E : ι → ℝ) (i : ι) :
    gibbsWeight b E i = Real.exp (-(b * E i) - Real.log (partitionFunction b E)) := by
  rw [gibbsWeight, Real.exp_sub, Real.exp_log (partitionFunction_pos b E)]
```

## The Hölder bound on the partition function

Let 0 ≤ t ≤ 1. Convexity of the exponential gives, for each state,

exp(t xᵢ + (1 − t) yᵢ) ≤ t pᵢ + (1 − t) p'ᵢ

Set A = t log Z(E) + (1 − t) log Z(E'). Then −b Mᵢ = A + t xᵢ + (1 − t) yᵢ, and multiplication by exp(A) yields

exp(−b Mᵢ) ≤ exp(A) [t pᵢ + (1 − t) p'ᵢ]

Summed over i, the bracket gives t + (1 − t) = 1. Therefore

Z(M) ≤ exp(A) = Z(E)^t Z(E')^(1−t)

This is Hölder's inequality for sums of Boltzmann factors, and it holds for every real b. In the code, `key` is the bound for a single state, obtained from `convexOn_exp`, and `hs` is the sum of the bracket.

```lean
/-- Hölder inequality for partition functions: the partition function of interpolated levels
is at most the weighted geometric mean of the two partition functions. -/
theorem partitionFunction_holder [Nonempty ι] (b : ℝ) (E E' : ι → ℝ) {t : ℝ}
    (ht0 : 0 ≤ t) (ht1 : t ≤ 1) :
    partitionFunction b (mixedLevels t E E') ≤
      partitionFunction b E ^ t * partitionFunction b E' ^ (1 - t) := by
  rw [Real.rpow_def_of_pos (partitionFunction_pos b E),
    Real.rpow_def_of_pos (partitionFunction_pos b E'), ← Real.exp_add]
  set A := Real.log (partitionFunction b E) * t +
    Real.log (partitionFunction b E') * (1 - t) with hA
  -- convexity of the exponential, level by level
  have key : ∀ i, Real.exp (-(b * mixedLevels t E E' i)) ≤
      Real.exp A * (t * gibbsWeight b E i + (1 - t) * gibbsWeight b E' i) := by
    intro i
    have hc := convexOn_exp.2 (Set.mem_univ (-(b * E i) - Real.log (partitionFunction b E)))
      (Set.mem_univ (-(b * E' i) - Real.log (partitionFunction b E')))
      ht0 (sub_nonneg.2 ht1) (by ring)
    simp only [smul_eq_mul] at hc
    rw [← gibbsWeight_eq_exp, ← gibbsWeight_eq_exp] at hc
    refine le_trans (le_of_eq ?_) (mul_le_mul_of_nonneg_left hc (Real.exp_pos A).le)
    rw [← Real.exp_add, mixedLevels, hA]
    congr 1
    ring
  have hs : ∑ i, (t * gibbsWeight b E i + (1 - t) * gibbsWeight b E' i) = 1 := by
    rw [Finset.sum_add_distrib, ← Finset.mul_sum, ← Finset.mul_sum,
      sum_gibbsWeight, sum_gibbsWeight]
    ring
  calc partitionFunction b (mixedLevels t E E')
      ≤ ∑ i, Real.exp A * (t * gibbsWeight b E i + (1 - t) * gibbsWeight b E' i) :=
        Finset.sum_le_sum fun i _ => key i
    _ = Real.exp A := by rw [← Finset.mul_sum, hs, mul_one]
```

## Concavity of the free energy

The logarithm is increasing, so the Hölder bound becomes

log Z(M) ≤ t log Z(E) + (1 − t) log Z(E')

Dividing by −b, which is negative, reverses the inequality:

F(M) ≥ t F(E) + (1 − t) F(E')

The theorem states this with the smaller side on the left, for b > 0 and 0 ≤ t ≤ 1. For a model with finitely many states whose energies are switched linearly from E' to E at fixed temperature, as in a thermodynamic integration with a linear path, the free energy along the path therefore never falls below the straight line between its end values.

```lean
/-- At positive inverse temperature, the free energy is concave in the energy levels. -/
theorem freeEnergy_concave [Nonempty ι] {b : ℝ} (hb : 0 < b) (E E' : ι → ℝ) {t : ℝ}
    (ht0 : 0 ≤ t) (ht1 : t ≤ 1) :
    t * freeEnergy b E + (1 - t) * freeEnergy b E' ≤ freeEnergy b (mixedLevels t E E') := by
  have hZ := partitionFunction_pos b E
  have hZ' := partitionFunction_pos b E'
  -- the logarithm turns the geometric mean into an arithmetic one
  have h := Real.log_le_log (partitionFunction_pos b (mixedLevels t E E'))
    (partitionFunction_holder b E E' ht0 ht1)
  rw [Real.log_mul (Real.rpow_pos_of_pos hZ _).ne' (Real.rpow_pos_of_pos hZ' _).ne',
    Real.log_rpow hZ, Real.log_rpow hZ'] at h
  unfold freeEnergy
  calc _ = -(t * Real.log (partitionFunction b E) +
        (1 - t) * Real.log (partitionFunction b E')) / b := by ring
    _ ≤ _ := div_le_div_of_nonneg_right (neg_le_neg h) hb.le
```

## Equality and uniform shifts

Adding a constant c to every energy multiplies each Boltzmann factor by exp(−b c). Hence

Z(E + c) = exp(−b c) Z(E)

F(E + c) = F(E) + c

The second line assumes b ≠ 0 and at least one state; b may be negative.

```lean
/-- A uniform shift of all levels shifts the free energy by the same amount. -/
theorem freeEnergy_add_const [Nonempty ι] {b : ℝ} (hb : b ≠ 0) (E : ι → ℝ) (c : ℝ) :
    freeEnergy b (fun i => E i + c) = freeEnergy b E + c := by
  have h : partitionFunction b (fun i => E i + c) =
      Real.exp (-(b * c)) * partitionFunction b E := by
    simp only [partitionFunction, Finset.mul_sum]
    refine Finset.sum_congr rfl fun i _ => ?_
    rw [← Real.exp_add]
    congr 1
    ring
  unfold freeEnergy
  rw [h, Real.log_mul (Real.exp_pos _).ne' (partitionFunction_pos b E).ne', Real.log_exp,
    div_add' _ _ _ hb]
  congr 1
  ring
```

Now let b > 0 and 0 < t < 1, and suppose that F(M) = t F(E) + (1 − t) F(E'). Since log Z = −b F, this means log Z(M) = A, and the Gibbs probability of state i for the mixed levels is

rᵢ = exp(−b Mᵢ − A) = exp(t xᵢ + (1 − t) yᵢ) ≤ t pᵢ + (1 − t) p'ᵢ

Both sides sum to one over i. Terms that are ordered one by one and have equal sums must be equal one by one. The exponential is strictly convex, so equality at state i forces xᵢ = yᵢ, that is,

−b Eᵢ + b F(E) = −b E'ᵢ + b F(E')

Eᵢ = E'ᵢ + F(E) − F(E')

The two Hamiltonians thus differ by the constant c = F(E) − F(E').

Conversely, if Eᵢ = E'ᵢ + c for all i, then Mᵢ = E'ᵢ + t c, and the shift rule gives

F(M) = F(E') + t c = t [F(E') + c] + (1 − t) F(E') = t F(E) + (1 − t) F(E')

With a single state, any two Hamiltonians differ by a constant, and equality always holds.

In the forward direction of the proof, `hr` is the formula for rᵢ and `hle` its upper bound. `Finset.sum_eq_sum_iff_of_le` turns equal sums into equal terms, and `strictConvexOn_exp` rules out xᵢ ≠ yᵢ.

```lean
/-- Strictly between the endpoints, equality in the concavity inequality holds exactly when `E` and
`E'` differ by the same constant at every state. -/
theorem freeEnergy_concave_eq_iff [Nonempty ι] {b : ℝ} (hb : 0 < b) (E E' : ι → ℝ) {t : ℝ}
    (ht0 : 0 < t) (ht1 : t < 1) :
    freeEnergy b (mixedLevels t E E') = t * freeEnergy b E + (1 - t) * freeEnergy b E' ↔
      ∃ c : ℝ, ∀ i, E i = E' i + c := by
  constructor
  · intro h
    have hlog : ∀ G : ι → ℝ, Real.log (partitionFunction b G) = -(b * freeEnergy b G) := by
      intro G
      unfold freeEnergy
      field_simp
    have hr : ∀ i, gibbsWeight b (mixedLevels t E E') i =
        Real.exp (t * (-(b * E i) - Real.log (partitionFunction b E)) +
          (1 - t) * (-(b * E' i) - Real.log (partitionFunction b E'))) := by
      intro i
      rw [gibbsWeight_eq_exp, hlog (mixedLevels t E E'), hlog E, hlog E', h, mixedLevels]
      congr 1
      ring
    have hle : ∀ i, gibbsWeight b (mixedLevels t E E') i ≤
        t * gibbsWeight b E i + (1 - t) * gibbsWeight b E' i := by
      intro i
      rw [hr i, gibbsWeight_eq_exp b E, gibbsWeight_eq_exp b E']
      have hc := convexOn_exp.2
        (Set.mem_univ (-(b * E i) - Real.log (partitionFunction b E)))
        (Set.mem_univ (-(b * E' i) - Real.log (partitionFunction b E')))
        ht0.le (sub_pos.2 ht1).le (by ring)
      simpa only [smul_eq_mul] using hc
    have hs : ∑ i, gibbsWeight b (mixedLevels t E E') i =
        ∑ i, (t * gibbsWeight b E i + (1 - t) * gibbsWeight b E' i) := by
      rw [Finset.sum_add_distrib, ← Finset.mul_sum, ← Finset.mul_sum,
        sum_gibbsWeight, sum_gibbsWeight, sum_gibbsWeight]
      ring
    -- equal sums of ordered terms force equality at every level
    have hall := (Finset.sum_eq_sum_iff_of_le (fun i _ => hle i)).1 hs
    refine ⟨freeEnergy b E - freeEnergy b E', fun i => ?_⟩
    have hxy : -(b * E i) - Real.log (partitionFunction b E) =
        -(b * E' i) - Real.log (partitionFunction b E') := by
      by_contra hne
      have hlt := strictConvexOn_exp.2 (Set.mem_univ _) (Set.mem_univ _) hne
        ht0 (sub_pos.2 ht1) (by ring)
      simp only [smul_eq_mul] at hlt
      have he := hall i (Finset.mem_univ i)
      rw [hr i, gibbsWeight_eq_exp b E, gibbsWeight_eq_exp b E'] at he
      exact hlt.ne he
    rw [hlog E, hlog E'] at hxy
    have hm : b * E i = b * (E' i + (freeEnergy b E - freeEnergy b E')) := by linarith
    exact mul_left_cancel₀ hb.ne' hm
  · rintro ⟨c, hc⟩
    have hE : E = fun i => E' i + c := funext hc
    have hM : mixedLevels t E E' = fun i => E' i + t * c := by
      funext i
      rw [mixedLevels, hc i]
      ring
    rw [hM, hE, freeEnergy_add_const hb.ne' E' (t * c), freeEnergy_add_const hb.ne' E' c]
    ring
```

## The Bogoliubov bound

Write L = log Z(E) and L' = log Z(E'). The two Gibbs distributions are related by

p'ᵢ = pᵢ exp(b (Eᵢ − E'ᵢ) + L − L')

The exponential lies above its tangent at zero, exp(u) ≥ 1 + u, so

p'ᵢ ≥ pᵢ [1 + b (Eᵢ − E'ᵢ) + L − L']

Summing over i, with ⟨E' − E⟩ = Σᵢ pᵢ (E'ᵢ − Eᵢ), gives

1 ≥ 1 + L − L' − b ⟨E' − E⟩

Since F(E') − F(E) = (L − L')/b, division by b > 0 yields

F(E') ≤ F(E) + ⟨E' − E⟩

The mean is taken in the Gibbs distribution of E. When E is a tractable reference for E' on the same finite set of states, the right-hand side is a variational upper bound on F(E'). The Bogoliubov inequality for operators also allows Hamiltonians that do not commute; the theorem here treats the diagonal case.

In the code, `key` is the tangent bound for one state, built on `Real.add_one_le_exp`, and `hd` is the summed inequality after division by b.

```lean
/-- Bogoliubov inequality for energy levels on a common set of states, at positive inverse
temperature: the free energy of `E'` is at most that of `E` plus the mean of `E' - E` in the Gibbs
distribution of `E`. -/
theorem bogoliubov_inequality [Nonempty ι] {b : ℝ} (hb : 0 < b) (E E' : ι → ℝ) :
    freeEnergy b E' ≤ freeEnergy b E + ∑ i, gibbsWeight b E i * (E' i - E i) := by
  set L := Real.log (partitionFunction b E) with hL
  set L' := Real.log (partitionFunction b E') with hL'
  -- the tangent line bound for the ratio of the two Gibbs weights
  have key : ∀ i, gibbsWeight b E i * (1 + (L - L')) -
      b * (gibbsWeight b E i * (E' i - E i)) ≤ gibbsWeight b E' i := by
    intro i
    have h := Real.add_one_le_exp (b * (E i - E' i) + (L - L'))
    have hp : 0 ≤ gibbsWeight b E i := by
      rw [gibbsWeight_eq_exp]
      exact (Real.exp_pos _).le
    have hq : gibbsWeight b E' i =
        gibbsWeight b E i * Real.exp (b * (E i - E' i) + (L - L')) := by
      rw [gibbsWeight_eq_exp b E', gibbsWeight_eq_exp b E, ← Real.exp_add, ← hL, ← hL']
      congr 1
      ring
    rw [hq]
    linarith [mul_le_mul_of_nonneg_left h hp]
  have hs : ∑ i, (gibbsWeight b E i * (1 + (L - L')) -
      b * (gibbsWeight b E i * (E' i - E i))) ≤ ∑ i, gibbsWeight b E' i :=
    Finset.sum_le_sum fun i _ => key i
  rw [Finset.sum_sub_distrib, ← Finset.sum_mul, ← Finset.mul_sum,
    sum_gibbsWeight, sum_gibbsWeight] at hs
  have hd : (L - L') / b ≤ ∑ i, gibbsWeight b E i * (E' i - E i) := by
    rw [div_le_iff₀ hb]
    linarith
  have h1 : freeEnergy b E' = freeEnergy b E + (L - L') / b := by
    unfold freeEnergy
    rw [← hL, ← hL']
    ring
  linarith

end

end FreeEnergyConcavity
```

```lean
#print axioms FreeEnergyConcavity.freeEnergy_concave
-- 'FreeEnergyConcavity.freeEnergy_concave' depends on axioms: [propext, Classical.choice, Quot.sound]
#print axioms FreeEnergyConcavity.freeEnergy_concave_eq_iff
-- 'FreeEnergyConcavity.freeEnergy_concave_eq_iff' depends on axioms: [propext, Classical.choice, Quot.sound]
#print axioms FreeEnergyConcavity.bogoliubov_inequality
-- 'FreeEnergyConcavity.bogoliubov_inequality' depends on axioms: [propext, Classical.choice, Quot.sound]
```
